# The energies of a Hamiltonian built from commuting involutions with traceless subset products are the signed sums of its couplings

## Three commuting terms and a missing energy

Let $X,Y,Z$ be the Pauli matrices, and write $XX$ for $X\otimes X$, and so on. The two-qubit Hamiltonian $a\,XX+b\,ZZ$ with real $a,b$ has the energies $\pm a\pm b$, so its lowest energy is $-|a|-|b|$. I expected $a\,XX+b\,ZZ+c\,YY$ to behave the same way, since all three terms commute and square to one. But for $a=b=c=-1$ the lowest energy is $-1$, not $-3$. What further condition, besides commutation, lets me choose the sign of every term freely?

## Signs are free when every subset product is traceless

Let $S_j$ be $k$ commuting $d\times d$ matrices with $d>0$ and $S_j^2=1$. Let the $a_j$ be real couplings and set
$$H=\sum_j a_jS_j .$$
For a set $T$ of labels, write $S_T=\prod_{j\in T}S_j$, with $S_\emptyset=1$. A sufficient further condition is
$$\operatorname{Tr}S_T=0\quad\text{for every nonempty }T.$$
Physically, no product of distinct terms prefers a sign: its average in the maximally mixed state is zero. Under this condition the eigenvalues of $H$ are exactly the sums $\sum_j s_ja_j$ with $s_j=\pm1$, and the lowest is $-\sum_j|a_j|$. For general involutions the condition is not necessary: the single matrix $\mathrm{diag}(1,1,-1)$ has trace $1$, yet both signs occur. For Pauli strings it is necessary, because a product of them with nonzero trace is a multiple of the identity and so ties the signs together.

Your three terms violate it, because $XX\cdot YY\cdot ZZ=-1$ has trace $-4$. Their signs must multiply to $-1$, which excludes the pattern $(+,+,+)$ that the energy $-3$ would need. The single terms and the pair products are all traceless here, so tracelessness up to pairs is not enough.

### From a sign pattern to a state, and back

Fix signs $s_j$ and form
$$P=\prod_j(1+s_jS_j)=\sum_T\Big(\prod_{j\in T}s_j\Big)S_T .$$
Only $T=\emptyset$ contributes to the trace, so $\operatorname{Tr}P=d>0$ and $P\neq0$. Since $s_j^2=1$,
$$S_j(1+s_jS_j)=S_j+s_j=s_j(1+s_jS_j),$$
and the factors commute, so $S_jP=s_jP$. Any nonzero column $v$ of $P$ therefore satisfies $S_jv=s_jv$ for all $j$, and
$$Hv=\sum_ja_jS_jv=\Big(\sum_js_ja_j\Big)v .$$
Every signed sum is thus an eigenvalue.

For $XX$ and $ZZ$ with both signs $-1$, the column of $P$ belonging to $|01\rangle$ is $2(|01\rangle-|10\rangle)$. Normalised, it is the singlet $(|01\rangle-|10\rangle)/\sqrt2$.

Conversely, let $Hw=Ew$ with $w\neq0$. Take the labels one at a time. For label $b$, consider $w'=w+S_bw$.

- If $w'=0$, then $S_bw=-w$, and $w$ is kept.
- If $w'\neq0$, replace $w$ by $w'$. Then $S_bw'=S_bw+w=w'$. Because $S_b$ commutes with $H$, also $Hw'=Ew+S_bEw=Ew'$. Because it commutes with the other $S_j$, a relation $S_jw=\pm w$ found earlier becomes $S_jw'=\pm w'$.

After the last label, $S_jw=s_jw$ for all $j$ with some signs $s_j$. Hence $Ew=Hw=(\sum_js_ja_j)w$, and $w\neq0$ gives $E=\sum_js_ja_j$.

Finally, $s_ja_j\ge-|a_j|$ for either sign. Equality holds for all $j$ at once if $s_j=-1$ when $a_j\ge0$ and $s_j=1$ when $a_j<0$. This gives the minimum $-\sum_j|a_j|$. With no terms at all, $H=0$ and the only energy is $0$, as the empty sum says.

### The same result in Lean

```lean
import Mathlib

open Matrix

namespace StabilizerHamiltonianSpectrum

noncomputable section

variable {ι n : Type*} [Fintype ι] [Fintype n] [DecidableEq n]

/-- The product of the commuting operators `S j` over a subset `t` of the labels. -/
def subsetProduct (S : ι → Matrix n n ℂ) (hc : ∀ i j, Commute (S i) (S j))
    (t : Finset ι) : Matrix n n ℂ :=
  t.noncommProd S (fun i _ j _ _ => hc i j)

/-- Commuting operators that square to one and whose products over nonempty subsets
are all traceless. -/
structure IndependentInvolutions (S : ι → Matrix n n ℂ) : Prop where
  sq : ∀ j, S j * S j = 1
  comm : ∀ i j, Commute (S i) (S j)
  traceless : ∀ t : Finset ι, t.Nonempty → (subsetProduct S comm t).trace = 0

/-- The Hamiltonian `∑ j, a j S j` with real couplings `a j`. -/
def hamiltonian (a : ι → ℝ) (S : ι → Matrix n n ℂ) : Matrix n n ℂ :=
  ∑ j, (a j : ℂ) • S j

/-- `E` is an eigenvalue of `A`: some nonzero vector `v` satisfies `A v = E v`. -/
def IsEigenvalue (A : Matrix n n ℂ) (E : ℂ) : Prop :=
  ∃ v : n → ℂ, v ≠ 0 ∧ A *ᵥ v = E • v

omit [DecidableEq n] in
/-- The Hamiltonian acts on a state term by term. -/
theorem hamiltonian_mulVec (a : ι → ℝ) (S : ι → Matrix n n ℂ) (v : n → ℂ) :
    hamiltonian a S *ᵥ v = ∑ j, (a j : ℂ) • (S j *ᵥ v) := by
  ext i
  simp only [hamiltonian, Matrix.mulVec, dotProduct, Matrix.sum_apply, Matrix.smul_apply,
    Finset.sum_apply, Pi.smul_apply, smul_eq_mul, Finset.sum_mul, Finset.mul_sum, mul_assoc]
  exact Finset.sum_comm

/-- A joint eigenvector of all `S j` with eigenvalues `s j` is an eigenvector of the
Hamiltonian with energy `∑ j, s j * a j`. -/
theorem energy_of_signs (a s : ι → ℝ) (S : ι → Matrix n n ℂ) (v : n → ℂ)
    (hv : ∀ j, S j *ᵥ v = (s j : ℂ) • v) :
    hamiltonian a S *ᵥ v = ((∑ j, s j * a j : ℝ) : ℂ) • v := by
  rw [hamiltonian_mulVec, Complex.ofReal_sum, Finset.sum_smul]
  refine Finset.sum_congr rfl fun j _ => ?_
  rw [hv j, smul_smul, Complex.ofReal_mul, mul_comm]

/-- For independent involutions on a space of positive dimension, every pattern of signs
is realised by a nonzero joint eigenvector. -/
theorem exists_state_of_signs [Nonempty n] {S : ι → Matrix n n ℂ}
    (h : IndependentInvolutions S) (s : ι → ℝ) (hs : ∀ j, s j = 1 ∨ s j = -1) :
    ∃ v : n → ℂ, v ≠ 0 ∧ ∀ j, S j *ᵥ v = (s j : ℂ) • v := by
  classical
  have hs2 : ∀ j, (s j : ℂ) * (s j : ℂ) = 1 := by
    intro j
    rcases hs j with h | h <;> simp [h]
  -- impose the signs one at a time, keeping track of traces with the remaining products
  have key : ∀ t : Finset ι, ∃ P : Matrix n n ℂ, (∀ j ∈ t, S j * P = (s j : ℂ) • P) ∧
      ∀ u : Finset ι, Disjoint u t → (subsetProduct S h.comm u * P).trace =
        if u = ∅ then (Fintype.card n : ℂ) else 0 := by
    intro t
    induction t using Finset.induction_on with
    | empty =>
      refine ⟨1, by simp, fun u _ => ?_⟩
      rw [mul_one]
      split_ifs with hu
      · subst hu
        have he : subsetProduct S h.comm ∅ = 1 := Finset.noncommProd_empty _ _
        rw [he, Matrix.trace_one]
      · exact h.traceless u (Finset.nonempty_iff_ne_empty.mpr hu)
    | insert a t ha ih =>
      obtain ⟨P, hP, hT⟩ := ih
      refine ⟨P + (s a : ℂ) • (S a * P), ?_, ?_⟩
      · intro j hj
        rcases Finset.mem_insert.mp hj with hja | hj
        · rw [hja, mul_add, mul_smul_comm, ← mul_assoc, h.sq, one_mul, smul_add, smul_smul,
            hs2, one_smul, add_comm]
        · rw [mul_add, mul_smul_comm, ← mul_assoc, (h.comm j a).eq, mul_assoc, hP j hj,
            mul_smul_comm, smul_add, smul_comm]
      · intro u hu
        rw [Finset.disjoint_insert_right] at hu
        have hins : subsetProduct S h.comm (insert a u) = subsetProduct S h.comm u * S a :=
          Finset.noncommProd_insert_of_notMem' _ _ _ _ hu.1
        have h1 := hT u hu.2
        have h2 := hT (insert a u) (Finset.disjoint_insert_left.mpr ⟨ha, hu.2⟩)
        rw [hins, if_neg (Finset.insert_ne_empty a u), mul_assoc] at h2
        rw [mul_add, mul_smul_comm, Matrix.trace_add, Matrix.trace_smul, h1, h2,
          smul_zero, add_zero]
  obtain ⟨P, hP, hT⟩ := key Finset.univ
  have hP0 : P ≠ 0 := by
    intro h0
    have h1 := hT ∅ (Finset.disjoint_empty_left _)
    rw [h0, mul_zero, Matrix.trace_zero, if_pos rfl] at h1
    exact Fintype.card_ne_zero (Nat.cast_eq_zero.mp h1.symm)
  -- a nonzero column of `P` is the wanted state
  have hcol : ∃ i, (fun r => P r i) ≠ 0 := by
    by_contra! hcol
    exact hP0 (by ext r i; exact congrFun (hcol i) r)
  obtain ⟨i, hi⟩ := hcol
  refine ⟨fun r => P r i, hi, fun j => ?_⟩
  ext r
  exact congrFun (congrFun (hP j (Finset.mem_univ j)) r) i

/-- For commuting involutions, every eigenvalue of the Hamiltonian has an eigenvector on
which each `S j` acts as `1` or `-1`. -/
theorem exists_joint_eigenvector {S : ι → Matrix n n ℂ} (hsq : ∀ j, S j * S j = 1)
    (hc : ∀ i j, Commute (S i) (S j)) (a : ι → ℝ) {E : ℂ}
    (hE : IsEigenvalue (hamiltonian a S) E) :
    ∃ w : n → ℂ, w ≠ 0 ∧ hamiltonian a S *ᵥ w = E • w ∧
      ∀ j, S j *ᵥ w = w ∨ S j *ᵥ w = -w := by
  classical
  have hH : ∀ b, hamiltonian a S * S b = S b * hamiltonian a S := by
    intro b
    rw [hamiltonian, Finset.sum_mul, Finset.mul_sum]
    refine Finset.sum_congr rfl fun i _ => ?_
    rw [smul_mul_assoc, mul_smul_comm, (hc i b).eq]
  have key : ∀ t : Finset ι, ∃ w : n → ℂ, w ≠ 0 ∧ hamiltonian a S *ᵥ w = E • w ∧
      ∀ j ∈ t, S j *ᵥ w = w ∨ S j *ᵥ w = -w := by
    intro t
    induction t using Finset.induction_on with
    | empty =>
      obtain ⟨v, hv, hEv⟩ := hE
      exact ⟨v, hv, hEv, by simp⟩
    | insert b t hb ih =>
      obtain ⟨w, hw, hEw, hj⟩ := ih
      by_cases h0 : w + S b *ᵥ w = 0
      · refine ⟨w, hw, hEw, fun j hjt => ?_⟩
        rcases Finset.mem_insert.mp hjt with hjb | hjt
        · rw [hjb]
          exact Or.inr (eq_neg_of_add_eq_zero_right h0)
        · exact hj j hjt
      · -- the component of `w` with `S b = 1` survives
        refine ⟨w + S b *ᵥ w, h0, ?_, fun j hjt => ?_⟩
        · rw [Matrix.mulVec_add, Matrix.mulVec_mulVec, hH, ← Matrix.mulVec_mulVec, hEw,
            Matrix.mulVec_smul, smul_add]
        · rcases Finset.mem_insert.mp hjt with hjb | hjt
          · left
            rw [hjb, Matrix.mulVec_add, Matrix.mulVec_mulVec, hsq, Matrix.one_mulVec, add_comm]
          · rw [Matrix.mulVec_add, Matrix.mulVec_mulVec, (hc j b).eq, ← Matrix.mulVec_mulVec]
            rcases hj j hjt with h1 | h1
            · left
              rw [h1]
            · right
              rw [h1, Matrix.mulVec_neg, neg_add]
  obtain ⟨w, hw, hEw, hj⟩ := key Finset.univ
  exact ⟨w, hw, hEw, fun j => hj j (Finset.mem_univ j)⟩

/-- For independent involutions on a space of positive dimension, the eigenvalues of
`∑ j, a j S j` are exactly the sums `∑ j, s j * a j` over all choices of signs `s j`. -/
theorem eigenvalue_iff_signed_sum [Nonempty n] {S : ι → Matrix n n ℂ}
    (h : IndependentInvolutions S) (a : ι → ℝ) (E : ℂ) :
    IsEigenvalue (hamiltonian a S) E ↔
      ∃ s : ι → ℝ, (∀ j, s j = 1 ∨ s j = -1) ∧ E = ((∑ j, s j * a j : ℝ) : ℂ) := by
  classical
  constructor
  · intro hE
    obtain ⟨w, hw, hEw, hj⟩ := exists_joint_eigenvector h.sq h.comm a hE
    have hsign : ∀ j, ∃ x : ℝ, (x = 1 ∨ x = -1) ∧ S j *ᵥ w = (x : ℂ) • w := by
      intro j
      rcases hj j with h1 | h1
      · exact ⟨1, Or.inl rfl, by simp [h1]⟩
      · exact ⟨-1, Or.inr rfl, by simp [h1]⟩
    choose s hs hsw using hsign
    refine ⟨s, hs, smul_left_injective ℂ hw ?_⟩
    exact hEw.symm.trans (energy_of_signs a s S w hsw)
  · rintro ⟨s, hs, rfl⟩
    obtain ⟨v, hv, hsv⟩ := exists_state_of_signs h s hs
    exact ⟨v, hv, energy_of_signs a s S v hsv⟩

/-- For independent involutions on a space of positive dimension, the lowest eigenvalue of
`∑ j, a j S j` is `-∑ j, |a j|`. -/
theorem ground_energy [Nonempty n] {S : ι → Matrix n n ℂ}
    (h : IndependentInvolutions S) (a : ι → ℝ) :
    IsLeast {E : ℝ | IsEigenvalue (hamiltonian a S) (E : ℂ)} (-∑ j, |a j|) := by
  constructor
  · -- each sign is chosen opposite to its coupling
    refine (eigenvalue_iff_signed_sum h a _).mpr
      ⟨fun j => if 0 ≤ a j then -1 else 1, fun j => ?_, ?_⟩
    · by_cases hj : 0 ≤ a j <;> simp [hj]
    · rw [Complex.ofReal_inj, ← Finset.sum_neg_distrib]
      refine Finset.sum_congr rfl fun j _ => ?_
      by_cases hj : 0 ≤ a j
      · simp [hj, abs_of_nonneg hj]
      · simp [hj, abs_of_neg (not_le.mp hj)]
  · intro E hE
    obtain ⟨s, hs, hEs⟩ := (eigenvalue_iff_signed_sum h a _).mp hE
    rw [Complex.ofReal_inj.mp hEs, ← Finset.sum_neg_distrib]
    refine Finset.sum_le_sum fun j _ => ?_
    rcases hs j with h1 | h1 <;> rw [h1]
    · linarith [neg_abs_le (a j)]
    · linarith [le_abs_self (a j)]

/-- The two-qubit operators `X ⊗ X` and `Z ⊗ Z` in the computational basis. -/
def bellStabilizers : Fin 2 → Matrix (Fin 4) (Fin 4) ℂ :=
  ![!![0, 0, 0, 1; 0, 0, 1, 0; 0, 1, 0, 0; 1, 0, 0, 0],
    !![1, 0, 0, 0; 0, -1, 0, 0; 0, 0, -1, 0; 0, 0, 0, 1]]

/-- The operators `X ⊗ X` and `Z ⊗ Z` are independent involutions. -/
theorem independentInvolutions_witness : IndependentInvolutions bellStabilizers := by
  have hc : ∀ i j, Commute (bellStabilizers i) (bellStabilizers j) := by
    intro i j
    show bellStabilizers i * bellStabilizers j = bellStabilizers j * bellStabilizers i
    ext p q
    fin_cases i <;> fin_cases j <;> fin_cases p <;> fin_cases q <;>
      simp [bellStabilizers, Matrix.mul_apply, Fin.sum_univ_four]
  refine ⟨fun j => ?_, hc, fun t ht => ?_⟩
  · ext p q
    fin_cases j <;> fin_cases p <;> fin_cases q <;>
      simp [bellStabilizers, Matrix.mul_apply, Fin.sum_univ_four]
  · have key : ∀ t : Finset (Fin 2), t.Nonempty → t = {0} ∨ t = {1} ∨ t = insert 0 {1} := by
      decide
    rcases key t ht with rfl | rfl | rfl
    · rw [subsetProduct, Finset.noncommProd_singleton]
      simp [bellStabilizers, Matrix.trace, Fin.sum_univ_four]
    · rw [subsetProduct, Finset.noncommProd_singleton]
      simp [bellStabilizers, Matrix.trace, Fin.sum_univ_four]
    · have h1 : subsetProduct bellStabilizers hc (insert 0 {1}) =
          bellStabilizers 0 * subsetProduct bellStabilizers hc {1} :=
        Finset.noncommProd_insert_of_notMem _ _ _ _ (by decide)
      have h2 : subsetProduct bellStabilizers hc {1} = bellStabilizers 1 :=
        Finset.noncommProd_singleton _ _
      rw [h1, h2]
      simp [bellStabilizers, Matrix.trace, Fin.sum_univ_four]

end

end StabilizerHamiltonianSpectrum
```

```lean
#print axioms StabilizerHamiltonianSpectrum.eigenvalue_iff_signed_sum
#print axioms StabilizerHamiltonianSpectrum.ground_energy
```

```
'StabilizerHamiltonianSpectrum.eigenvalue_iff_signed_sum' depends on axioms: [propext, Classical.choice, Quot.sound]
'StabilizerHamiltonianSpectrum.ground_energy' depends on axioms: [propext, Classical.choice, Quot.sound]
```

### What the theorems say about the physics

The finite type `ι` labels the terms and `n` labels the basis states, so $d$ is `Fintype.card n`, and `[Nonempty n]` says $d>0$. Operators are complex matrices. `subsetProduct S hc t` is $S_T$ with $T$ = `t`; it takes the proof `hc` of commutation so that the order of the factors is immaterial.

`IndependentInvolutions` collects the three conditions: squares equal to one, commutation and traceless nonempty products. The word "independent" stands for the trace condition. For commuting Pauli strings this agrees with the usual independence of stabilizer generators, where no nonempty product is the identity up to a phase.

`IsEigenvalue A E` means that some nonzero vector $v$ satisfies $Av=Ev$, with $E$ complex. The theorem `eigenvalue_iff_signed_sum` states that $E$ is an eigenvalue of $H$ if and only if it is a signed sum, so every eigenvalue is real. The signs form a real-valued function `s` with values $1$ and $-1$. In `ground_energy`, `IsLeast` says that $-\sum_j|a_j|$ is an eigenvalue and that no real eigenvalue lies below it. Multiplicities are not counted.

The $S_j$ are not assumed Hermitian, since the spectrum doesn't need it. One step to the physical setting remains: reading the lowest eigenvalue as the smallest expectation value of the energy requires a Hermitian $H$. Pauli strings with real couplings provide that.

The result gives the full set of energies of stabilizer Hamiltonians with independent terms. A qubit-encoded electronic Hamiltonian generally has non-commuting terms as well, and for it the formula applies only to a commuting, independent group of terms taken alone.

### How the lemmas carry the argument

`hamiltonian_mulVec` lets $H$ act term by term, and `energy_of_signs` turns joint eigenvalues $s_j$ into the energy $\sum_js_ja_j$.

`exists_state_of_signs` builds $P$ by induction over a set `t` of labels instead of expanding the product. Two properties are carried along: $S_jP=s_jP$ for $j$ in `t`, and, for every set $u$ disjoint from `t`, $\operatorname{Tr}(S_uP)$ equals $d$ if $u=\emptyset$ and $0$ otherwise. A new label, called `a` in this proof although it is not a coupling, replaces $P$ by $P+s_aS_aP$. The added trace is $s_a\operatorname{Tr}(S_{u\cup\{a\}}P)=0$. At the end $u=\emptyset$ gives $\operatorname{Tr}P=d$, so $P$ has a nonzero column.

`exists_joint_eigenvector` is the refinement of $w$, again by induction over labels; `by_cases h0` separates $w+S_bw=0$ from the other case. It uses no trace condition. In `eigenvalue_iff_signed_sum`, `choose` collects the signs found for $w$, and `smul_left_injective` cancels the nonzero vector. `ground_energy` inserts the signs opposite to the couplings and then bounds the sum term by term.

`independentInvolutions_witness` confirms by matrix entries that $XX$ and $ZZ$, listed in `bellStabilizers` under the indices 0 and 1, meet all the conditions.

### Degeneracies, and a calculation with Pauli strings

The same product $P$ also yields degeneracies. The matrix $2^{-k}P$ is the projection onto the joint eigenspace of the chosen signs, and the rank of a projection is its trace. Each sign pattern therefore occupies $d/2^k$ dimensions, and patterns with equal energy add up.

In a calculation, a Pauli string on $N$ qubits can be stored as $2N$ bits, marking where it contains $X$ and where it contains $Z$, with $Y$ marking both. Multiplying strings adds these vectors modulo 2. Here $XX$ is $(11|00)$, $ZZ$ is $(00|11)$ and $YY$ is $(11|11)$, the sum of the other two, which exposes the dependence in your example. If Gaussian elimination finds the vectors of commuting strings linearly independent, every nonempty product is traceless, and the lowest energy follows from the couplings without a $2^N\times2^N$ matrix. For $0.5\,XX-0.3\,ZZ$ it is $-0.8$, reached by $(|00\rangle-|11\rangle)/\sqrt2$.
